# Anti-Hermitian occupied–virtual generators of operator norm below π leave the projector fixed only when they are zero

A self-consistent field calculation can vary the orbitals of a determinant by a unitary rotation exp(K), with K anti-Hermitian. Some rotations do nothing useful: mixing occupied orbitals among themselves, or virtual orbitals among themselves, leaves the density matrix P as it was. Such rotations are called redundant, and the usual remedy is to keep only the part of K that couples occupied to virtual orbitals. Can a rotation of this remaining kind still leave P unchanged? For nonzero K it can, but only if the operator norm of K, its largest singular value, is at least π.

## From a fixed projector to a vanishing generator

Let P be a square complex matrix with P² = P, the projector onto the occupied orbitals in a finite orthonormal basis. Let K† = −K, where † is the conjugate transpose, and let

PK + KP = K.

This relation says that K has no occupied–occupied and no virtual–virtual block. Write ‖K‖ for the operator norm belonging to the Euclidean norm of vectors. The claim is that, if ‖K‖ < π, then exp(K) commutes with P exactly when K = 0.

Multiplying the relation by P from the left gives PK + PKP = PK, so PKP = 0. Now take the reflection R = 2P − 1, which keeps occupied orbitals and changes the sign of virtual ones. It satisfies

R² = 4P² − 4P + 1 = 1,

RKR = 4PKP − 2(PK + KP) + K = −K.

Since R is its own inverse, conjugation passes through the exponential series:

R exp(K) R = exp(RKR) = exp(−K).

Suppose that exp(K) commutes with P. Then it commutes with R, and the left side equals exp(K)R² = exp(K). Hence exp(K) = exp(−K), and multiplying by exp(K) gives

exp(K)² = 1.

Conversely, if exp(K)² = 1, then exp(−K) = exp(K), so R exp(K) R = exp(K). Multiplying by R from the right shows that exp(K) commutes with R, and therefore with P.

It remains to use the norm. Suppose K ≠ 0. An anti-Hermitian matrix is normal, so it has an eigenvalue z with |z| = ‖K‖. On its eigenvector exp(K)² acts as exp(2z), which must be 1. Thus 2z = 2πim, or

z = mπi, with m an integer.

If m = 0, then ‖K‖ = 0 and K = 0, a contradiction. If m ≠ 0, then ‖K‖ = |m|π ≥ π, against the assumption. So K = 0. The other direction is immediate, because exp(0) = 1.

## Two orbitals and the angle π

With one orbital, P is 0 or 1 and the relation PK + KP = K already forces K = 0. The first case with any freedom has one occupied and one virtual orbital. Let E_ij be the matrix with a 1 in row i, column j and zeros elsewhere, and take P = E₁₁ and K = θ(E₂₁ − E₁₂), with θ real. Then K†K = θ²·1, so ‖K‖ = |θ|.

At θ = π the normalised eigenvectors are (1, −i)/√2 and (1, i)/√2, with eigenvalues πi and −πi. Both exponentiate to −1, so exp(K) = −1. Every orbital changes sign, the projector stays put, and K is not zero. The strict bound therefore can't be relaxed to ‖K‖ ≤ π.

The same example shows how the claim should be read. The angles π/2 and −π/2 both carry the occupied orbital into the virtual one, up to sign, and so give the same rotated projector. The claim compares a rotated projector with the starting one; it doesn't make the map from generators to projectors one-to-one below π.

## The rotation and the reflection in Lean

The index type `n` labels the orbitals of a finite orthonormal basis, and operators are matrices over ℂ.

```lean
import Mathlib

open Matrix

namespace RedundantOrbitalRotations

noncomputable section

variable {n : Type*} [Fintype n] [DecidableEq n]
```

The name `orbRot` stands for the matrix exponential, which is a unitary rotation when `K` is anti-Hermitian.

```lean
/-- The matrix exponential `exp(K)` of a square complex matrix `K`. -/
def orbRot (K : Matrix n n ℂ) : Matrix n n ℂ := NormedSpace.exp K
```

The reflection R is written as `P + P - 1`.

```lean
/-- The matrix `2P - 1`, written as `P + P - 1`. -/
def reflection (P : Matrix n n ℂ) : Matrix n n ℂ := P + P - 1
```

Idempotency gives R² = 1. The tactic `linear_combination` with `noncomm_ring` checks that the identity is four times the equation P² = P, without assuming that matrices commute.

```lean
/-- The reflection built from an idempotent squares to the identity. -/
theorem reflection_sq {P : Matrix n n ℂ} (hP : P * P = P) :
    reflection P * reflection P = 1 := by
  unfold reflection
  linear_combination (norm := noncomm_ring) hP + hP + hP + hP
```

The next lemma supplies exp(K) exp(−K) = 1, which holds because K and −K commute.

```lean
/-- The product of `exp(K)` and `exp(-K)` is the identity. -/
theorem orbRot_mul_neg (K : Matrix n n ℂ) : orbRot K * orbRot (-K) = 1 := by
  unfold orbRot
  rw [← Matrix.exp_add_of_commute K (-K) (Commute.refl K).neg_right, add_neg_cancel,
    NormedSpace.exp_zero]
```

The reversal of the rotation follows the hand derivation: `hPKP` is PKP = 0, `hRKR` is RKR = −K, and `Matrix.exp_conj` moves the conjugation inside the exponential.

```lean
/-- If `P² = P` and `PK + KP = K`, then `(2P - 1) exp(K) (2P - 1) = exp(-K)`. -/
theorem reflection_conj {P K : Matrix n n ℂ} (hP : P * P = P) (hK : P * K + K * P = K) :
    reflection P * orbRot K * reflection P = orbRot (-K) := by
  have hRR := reflection_sq hP
  -- the occupied-occupied block of K vanishes
  have hPKP : P * K * P = 0 := by
    have h := congrArg (fun X => P * X) hK
    simp only [mul_add, ← mul_assoc, hP] at h
    simpa using h
  have hRKR : reflection P * K * reflection P = -K := by
    unfold reflection
    linear_combination (norm := noncomm_ring) hPKP + hPKP + hPKP + hPKP - hK - hK
  have hU : IsUnit (reflection P) := ⟨⟨_, _, hRR, hRR⟩, rfl⟩
  have h := Matrix.exp_conj (reflection P) K hU
  rw [Matrix.inv_eq_right_inv hRR, hRKR] at h
  exact h.symm
```

Both directions of the equivalence between commuting with P and squaring to the identity are now algebra. In the second direction the argument yields 2P exp(K) = 2 exp(K)P, and the factor 2 is removed entry by entry. Neither the norm nor anti-Hermiticity is used. The last line below selects the Euclidean operator norm for everything that follows.

```lean
/-- If `P² = P` and `PK + KP = K`, then `exp(K)` commutes with `P` exactly when its square is the
identity. -/
theorem commute_iff_sq_eq_one {P K : Matrix n n ℂ} (hP : P * P = P)
    (hK : P * K + K * P = K) :
    P * orbRot K = orbRot K * P ↔ orbRot K * orbRot K = 1 := by
  have hc := reflection_conj hP hK
  have hn := orbRot_mul_neg K
  have hRR := reflection_sq hP
  constructor
  · intro h
    have h1 : reflection P * orbRot K = orbRot K * reflection P := by
      unfold reflection
      linear_combination (norm := noncomm_ring) h + h
    rw [h1, mul_assoc, hRR, mul_one] at hc
    rw [← hc] at hn
    exact hn
  · intro h
    have h1 : orbRot (-K) = orbRot K := by
      calc orbRot (-K) = (orbRot K * orbRot K) * orbRot (-K) := by rw [h, one_mul]
        _ = orbRot K := by rw [mul_assoc, hn, mul_one]
    have h2 : reflection P * orbRot K = orbRot K * reflection P := by
      calc reflection P * orbRot K
          = reflection P * orbRot K * (reflection P * reflection P) := by rw [hRR, mul_one]
        _ = (reflection P * orbRot K * reflection P) * reflection P := by
            simp only [mul_assoc]
        _ = orbRot K * reflection P := by rw [hc, h1]
    have h3 : P * orbRot K + P * orbRot K = orbRot K * P + orbRot K * P := by
      unfold reflection at h2
      linear_combination (norm := noncomm_ring) h2
    ext i j
    have h4 := congrFun (congrFun h3 i) j
    simp only [Matrix.add_apply] at h4
    linear_combination h4 / 2

open scoped Matrix.Norms.L2Operator
```

## The spectral step

Here `hA` is K† = −K and `hlt` is the bound ‖K‖ < π. The proof assumes K ≠ 0, shows that K is normal, and obtains a spectral value `z` whose modulus is the spectral radius, which for a normal element equals the norm. Spectral mapping puts exp(z)² in the spectrum of the identity, so it equals 1. The integer `m` is the one in z = mπi, and the two cases at the end are those treated by hand.

```lean
/-- An anti-Hermitian generator of operator norm below `π` whose rotation squares to the
identity is zero. -/
theorem eq_zero_of_sq_eq_one {K : Matrix n n ℂ} (hA : Kᴴ = -K) (hlt : ‖K‖ < Real.pi)
    (h : orbRot K * orbRot K = 1) : K = 0 := by
  by_contra hne
  have : Nontrivial (Matrix n n ℂ) := ⟨K, 0, hne⟩
  have : CompleteSpace (Matrix n n ℂ) := FiniteDimensional.complete ℂ _
  let : CStarAlgebra (Matrix n n ℂ) := {}
  have : IsStarNormal K := ⟨by
    change star K * K = K * star K
    rw [Matrix.star_eq_conjTranspose, hA, neg_mul, mul_neg]⟩
  -- a spectral value whose modulus is the norm of K
  obtain ⟨z, hz, hr⟩ := spectrum.exists_nnnorm_eq_spectralRadius K
  rw [IsStarNormal.spectralRadius_eq_nnnorm] at hr
  have hr1 : ‖z‖₊ = ‖K‖₊ := by exact_mod_cast hr
  have hr2 : ‖z‖ = ‖K‖ := congrArg NNReal.toReal hr1
  -- spectral mapping: exp(z) squares to one
  have he : NormedSpace.exp z ∈ spectrum ℂ (orbRot K) := spectrum.exp_mem_exp K hz
  have he2 := spectrum.pow_mem_pow (orbRot K) 2 he
  rw [pow_two (orbRot K), h, spectrum.one_eq, Set.mem_singleton_iff,
    ← Complex.exp_eq_exp_ℂ, ← Complex.exp_nat_mul, Complex.exp_eq_one_iff] at he2
  obtain ⟨m, hm⟩ := he2
  push_cast at hm
  have hzm : z = (m : ℂ) * ((Real.pi : ℂ) * Complex.I) := by linear_combination hm / 2
  have hnorm : ‖z‖ = |(m : ℝ)| * Real.pi := by
    rw [hzm, norm_mul, norm_mul, Complex.norm_I, Complex.norm_real, Complex.norm_intCast,
      Real.norm_eq_abs, abs_of_pos Real.pi_pos, mul_one]
  by_cases hm0 : m = 0
  · apply hne
    rw [← norm_eq_zero, ← hr2, hnorm, hm0]
    simp
  · have h1 : (1 : ℝ) ≤ |(m : ℝ)| := by exact_mod_cast Int.one_le_abs hm0
    nlinarith [Real.pi_pos]
```

## The criterion for the generator and for the density

The main theorem joins the two halves. Its hypotheses are P² = P, the occupied–virtual relation, anti-Hermiticity and the norm bound. Hermiticity of P is not among them, so the usual orthogonal projector is a special case.

```lean
/-- An occupied-virtual rotation with anti-Hermitian generator of operator norm below `π`
commutes with the projector only if the generator is zero, and conversely. -/
theorem commute_iff_generator_eq_zero {P K : Matrix n n ℂ} (hP : P * P = P)
    (hK : P * K + K * P = K) (hA : Kᴴ = -K) (hlt : ‖K‖ < Real.pi) :
    P * orbRot K = orbRot K * P ↔ K = 0 := by
  constructor
  · intro h
    exact eq_zero_of_sq_eq_one hA hlt ((commute_iff_sq_eq_one hP hK).1 h)
  · rintro rfl
    have h0 : orbRot (0 : Matrix n n ℂ) = 1 := NormedSpace.exp_zero
    rw [h0, mul_one, one_mul]
```

The corollary puts this in terms of the density matrix: if exp(K) P exp(−K) = P, then K = 0. Multiplying the assumed equation by exp(K) from the right turns it into the commutation relation.

```lean
/-- If `P² = P`, `PK + KP = K`, and `K` is anti-Hermitian with operator norm below `π`, then `exp(K)
P exp(-K) = P` implies `K = 0`. -/
theorem generator_eq_zero_of_density_fixed {P K : Matrix n n ℂ} (hP : P * P = P)
    (hK : P * K + K * P = K) (hA : Kᴴ = -K) (hlt : ‖K‖ < Real.pi)
    (h : orbRot K * P * orbRot (-K) = P) : K = 0 := by
  refine (commute_iff_generator_eq_zero hP hK hA hlt).1 ?_
  have hn : orbRot (-K) * orbRot K = 1 := mul_eq_one_comm.mp (orbRot_mul_neg K)
  calc P * orbRot K = orbRot K * P * orbRot (-K) * orbRot K := by rw [h]
    _ = orbRot K * P := by rw [mul_assoc, hn, mul_one]
```

For orbital optimisation of a single determinant in a finite orthonormal basis, this means that applying exp(K) to the current determinant always changes its density matrix P, if K is a nonzero anti-Hermitian occupied–virtual generator below the bound. This doesn't cover a change of K at fixed reference orbitals, where two different generators can give the same density matrix. The energy may still stay the same, because different density matrices can have equal energies. A non-orthogonal atomic-orbital basis would need its overlap matrix in the conditions on P and K.

The generator could also have been modelled by its virtual–occupied block X, in a basis adapted to an orthogonal projector, as the block matrix with rows (0, −X†) and (X, 0). The relation and anti-Hermiticity would then hold by construction, and the bound would concern the largest singular value of X. The price is a fixed splitting of the basis, whereas the present form accepts any idempotent P.

## The two-orbital example in Lean

The generator and the projector are explicit 2×2 matrices. The orbitals numbered 1 and 2 above are the elements 0 and 1 of `Fin 2`.

```lean
/-- The generator `θ (E₂₁ - E₁₂)` mixing one occupied and one virtual orbital. -/
def givens (θ : ℝ) : Matrix (Fin 2) (Fin 2) ℂ := !![0, -(θ : ℂ); (θ : ℂ), 0]

/-- The projector `E₁₁` onto the first of two orbitals. -/
def occ : Matrix (Fin 2) (Fin 2) ℂ := !![1, 0; 0, 0]
```

The three algebraic relations are checked entry by entry for every real θ. The norm comes from K†K = θ²·1 and the identity ‖K†K‖ = ‖K‖².

```lean
/-- The two-orbital projector and generator satisfy the algebraic relations for every angle,
and the operator norm of the generator is `|θ|`. -/
theorem givens_witness (θ : ℝ) :
    occ * occ = occ ∧ occ * givens θ + givens θ * occ = givens θ ∧
      (givens θ)ᴴ = -givens θ ∧ ‖givens θ‖ = |θ| := by
  refine ⟨?_, ?_, ?_, ?_⟩
  · ext i j
    fin_cases i <;> fin_cases j <;> simp [occ, Matrix.mul_apply, Fin.sum_univ_succ]
  · ext i j
    fin_cases i <;> fin_cases j <;> simp [occ, givens]
  · ext i j
    fin_cases i <;> fin_cases j <;> simp [givens, Matrix.conjTranspose_apply]
  · have h1 : star (givens θ) * givens θ = ((θ : ℂ) ^ 2) • (1 : Matrix (Fin 2) (Fin 2) ℂ) := by
      ext i j
      fin_cases i <;> fin_cases j <;>
        simp [givens, Matrix.star_eq_conjTranspose, Matrix.mul_apply, Fin.sum_univ_succ, pow_two]
    have h2 : ‖givens θ‖ ^ 2 = θ ^ 2 := by
      rw [pow_two, ← CStarRing.norm_star_mul_self, h1, norm_smul, CStarRing.norm_one, mul_one,
        norm_pow, Complex.norm_real, Real.norm_eq_abs, sq_abs]
    rw [← abs_of_nonneg (norm_nonneg (givens θ))]
    exact (sq_eq_sq_iff_abs_eq_abs _ _).1 h2
```

For θ = π the generator is diagonalised. The columns of `U` are the eigenvectors (1, −i) and (1, i) without the factor 1/√2, and its inverse `V` carries the compensating factor 1/2. The identity `hdec` is the decomposition K = UDU⁻¹, with D the diagonal matrix of πi and −πi. Exponentiating D gives −1, and conjugation by U leaves that unchanged.

```lean
/-- The two-orbital rotation by the angle `π` is minus the identity. -/
theorem orbRot_givens_pi : orbRot (givens Real.pi) = -1 := by
  -- diagonalise the generator
  obtain ⟨U, hU⟩ : ∃ U : Matrix (Fin 2) (Fin 2) ℂ, U = !![1, 1; -Complex.I, Complex.I] :=
    ⟨_, rfl⟩
  obtain ⟨V, hV⟩ : ∃ V : Matrix (Fin 2) (Fin 2) ℂ,
      V = !![1 / 2, Complex.I / 2; 1 / 2, -Complex.I / 2] := ⟨_, rfl⟩
  have hUV : U * V = 1 := by
    rw [hU, hV]
    ext i j
    fin_cases i <;> fin_cases j <;> simp [Matrix.mul_apply, Fin.sum_univ_succ] <;>
      ring_nf <;> simp [Complex.I_sq]
  have hinv : U⁻¹ = V := Matrix.inv_eq_right_inv hUV
  have hunit : IsUnit U := ⟨⟨U, V, hUV, mul_eq_one_comm.mp hUV⟩, rfl⟩
  have hD : diagonal ![(Real.pi : ℂ) * Complex.I, -((Real.pi : ℂ) * Complex.I)] =
      !![(Real.pi : ℂ) * Complex.I, 0; 0, -((Real.pi : ℂ) * Complex.I)] := by
    ext i j
    fin_cases i <;> fin_cases j <;> simp
  have hdec : givens Real.pi =
      U * diagonal ![(Real.pi : ℂ) * Complex.I, -((Real.pi : ℂ) * Complex.I)] * U⁻¹ := by
    rw [hinv, hD, hU, hV]
    ext i j
    fin_cases i <;> fin_cases j <;>
      simp [givens, Matrix.mul_apply, Fin.sum_univ_succ] <;>
      first
        | ring1
        | linear_combination (-(Real.pi : ℂ)) * Complex.I_sq
        | linear_combination (Real.pi : ℂ) * Complex.I_sq
  have hexp : NormedSpace.exp ![(Real.pi : ℂ) * Complex.I, -((Real.pi : ℂ) * Complex.I)]
      = fun _ => (-1 : ℂ) := by
    funext i
    have hi (v : Fin 2 → ℂ) : NormedSpace.exp v i = NormedSpace.exp (v i) :=
      Pi.coe_exp v i
    rw [hi, ← Complex.exp_eq_exp_ℂ]
    fin_cases i <;> simp [Complex.exp_neg, Complex.exp_pi_mul_I]
  have hdiag : diagonal (fun _ : Fin 2 => (-1 : ℂ)) = -1 := by
    ext i j
    fin_cases i <;> fin_cases j <;> simp
  have h := Matrix.exp_conj U
    (diagonal ![(Real.pi : ℂ) * Complex.I, -((Real.pi : ℂ) * Complex.I)]) hunit
  rw [← hdec, Matrix.exp_diagonal, hexp, hdiag, hinv, mul_neg, mul_one, neg_mul, hUV] at h
  exact h
```

The final theorem collects the three facts about θ = π: the norm is exactly π, the generator is nonzero, and its rotation commutes with the projector.

```lean
/-- At operator norm exactly `π` there is a nonzero two-orbital generator whose rotation
commutes with the projector. -/
theorem bound_sharp :
    ‖givens Real.pi‖ = Real.pi ∧ givens Real.pi ≠ 0 ∧
      occ * orbRot (givens Real.pi) = orbRot (givens Real.pi) * occ := by
  have hnorm : ‖givens Real.pi‖ = Real.pi := by
    rw [(givens_witness Real.pi).2.2.2, abs_of_pos Real.pi_pos]
  refine ⟨hnorm, ?_, ?_⟩
  · intro h0
    rw [h0, norm_zero] at hnorm
    exact Real.pi_ne_zero hnorm.symm
  · rw [orbRot_givens_pi, mul_neg, neg_mul, mul_one, one_mul]

end

end RedundantOrbitalRotations
```

```lean
#print axioms RedundantOrbitalRotations.commute_iff_generator_eq_zero
#print axioms RedundantOrbitalRotations.generator_eq_zero_of_density_fixed
#print axioms RedundantOrbitalRotations.bound_sharp
```

```
'RedundantOrbitalRotations.commute_iff_generator_eq_zero' depends on axioms: [propext, Classical.choice, Quot.sound]
'RedundantOrbitalRotations.generator_eq_zero_of_density_fixed' depends on axioms: [propext, Classical.choice, Quot.sound]
'RedundantOrbitalRotations.bound_sharp' depends on axioms: [propext, Classical.choice, Quot.sound]
```
